# The gauge transformation of a single fermionic mode

In a tight-binding calculation, a complex hopping amplitude on one bond can be made real by changing the phase of one orbital. Let $c$ create and $a$ annihilate an electron in that orbital, let $d$ annihilate one in its neighbour, and let the hopping term be $\tau e^{i\phi}\,c\,d$ with $\tau$ real. Replacing $c$ by $e^{-i\phi}c$ and $a$ by $e^{i\phi}a$ removes the phase from this term and from its Hermitian conjugate, and it moves a phase onto any other bond that ends at the orbital.

The replacement is a conjugation. With

$$U(z) = 1 + (z-1)\,ca,$$

one has $U(z)U(w) = U(zw)$, and for $z \neq 0$

$$U(z)\,c\,U(1/z) = z\,c, \qquad U(z)\,a\,U(1/z) = a/z.$$

The choice $z = e^{-i\phi}$ gives the step above. The neighbour's operator $d$ anticommutes with both $a$ and $c$, so it commutes with $ca$ and passes through $U(z)$ unchanged. The theorems concern the one mode being rephased; the hopping example and the matrix counterexamples below are worked by hand and are not in the Lean file.

## The mode and its algebra

```lean
import Mathlib

namespace FermionGauge
```

The operators are elements of a type `A` that is a ring and an algebra over $\mathbb{C}$: they can be added, multiplied in a fixed order and scaled by complex numbers. Multiplication need not commute, and `A` may be infinite-dimensional. The mode is given by three relations.

```lean
/-- A single fermionic mode: the annihilation operator `a` and the creation operator `c`
square to zero and their anticommutator is one. -/
structure IsFermionMode {A : Type*} [Ring A] (a c : A) : Prop where
  a_sq : a * a = 0
  c_sq : c * c = 0
  anticomm : a * c + c * a = 1
```

The fields `a_sq`, `c_sq` and `anticomm` say $a^2 = 0$, $c^2 = 0$ and $ac + ca = 1$. There is no adjoint in this structure, so $c = a^\dagger$ is not assumed. For the usual Hermitian-conjugate pair and $|z| = 1$, $U(z)$ is unitary; the theorems also allow other complex $z$, for which it is not unitary.

```lean
/-- The gauge operator `U(z) = 1 + (z - 1) c a`, built from the number operator `c a`. -/
def gauge {A : Type*} [Ring A] [Algebra ℂ A] (a c : A) (z : ℂ) : A :=
  1 + (z - 1) • (c * a)
```

Here `gauge a c z` is $U(z)$, and `•` is multiplication by a complex scalar. The product $ca$ is the number operator, so $U(z)$ multiplies the occupied state by $z$ and leaves the empty state alone.

## The anticommutator: $ac + ca = 1$

Physically, $ca$ tests whether the mode is occupied and $ac$ whether it is empty. The relation says that these two possibilities exhaust the mode, and it also fixes the normalisation of the pair.

By hand, it enters through two triple products. Multiplying the relation by $a$ on the right gives

$$a = (ac + ca)a = aca + ca^2 = aca,$$

and multiplying it by $c$ on the right gives

$$c = (ac + ca)c = ac^2 + cac = cac.$$

Each line also uses one of the square relations.

```lean
variable {A : Type*} [Ring A] [Algebra ℂ A] {a c : A}

/-- The mode operators satisfy `a c a = a` and `c a c = c`. -/
theorem triple_products {A : Type*} [Ring A] {a c : A} (h : IsFermionMode a c) :
    a * c * a = a ∧ c * a * c = c := by
  constructor
  · calc a * c * a = (a * c + c * a) * a - c * (a * a) := by noncomm_ring
      _ = a := by rw [h.anticomm, h.a_sq, one_mul, mul_zero, sub_zero]
  · calc c * a * c = (a * c + c * a) * c - a * (c * c) := by noncomm_ring
      _ = c := by rw [h.anticomm, h.c_sq, one_mul, mul_zero, sub_zero]
```

The proof follows the same path. In each `calc` block, `noncomm_ring` rewrites the triple product as the anticommutator times an operator, minus a term containing a square. The rewriting step then inserts `h.anticomm` and the relevant square relation.

Without the anticommutator, the composition law can fail. Take

$$a = \begin{pmatrix}0&1\\0&0\end{pmatrix}, \qquad c = \begin{pmatrix}0&0\\2&0\end{pmatrix}.$$

Both squares vanish, but $ac + ca = 2$. Now $U(z) = \mathrm{diag}(1, 2z-1)$, so $U(0)U(0) = 1$, whereas $U(0\cdot 0) = U(0) = \mathrm{diag}(1,-1)$.

## No double creation: $c^2 = 0$

This is the Pauli principle for the creation operator: a second electron cannot be put into the same mode. By hand, it gives the action of $U(z)$ on $c$ from either side:

$$U(z)\,c = c + (z-1)\,cac = c + (z-1)c = zc,$$

$$c\,U(z) = c + (z-1)\,c^2a = c.$$

The first line uses $c^2 = 0$ through $cac = c$, the second uses it directly.

```lean
/-- The gauge operator multiplies the creation operator by `z` from the left and leaves it
unchanged from the right. -/
theorem gauge_creation (h : IsFermionMode a c) (z : ℂ) :
    gauge a c z * c = z • c ∧ c * gauge a c z = c := by
  constructor
  · unfold gauge
    rw [add_mul, one_mul, smul_mul_assoc, (triple_products h).2]
    module
  · unfold gauge
    rw [mul_add, mul_one, mul_smul_comm, ← mul_assoc, h.c_sq, zero_mul, smul_zero, add_zero]
```

The two halves of `gauge_creation` are these two lines. The first calls the second part of `triple_products`, and `module` collects the scalar coefficients. The second regroups the product so that `h.c_sq` applies.

To see what is lost without this relation, take

$$a = \begin{pmatrix}0&1\\0&0\end{pmatrix}, \qquad c = \begin{pmatrix}0&1\\1&0\end{pmatrix}.$$

Then $a^2 = 0$ and $ac + ca = 1$, but $c^2 = 1$. One still finds $U(z) = \mathrm{diag}(1,z)$, yet

$$U(z)\,c\,U(1/z) = \begin{pmatrix}0&1/z\\z&0\end{pmatrix},$$

which equals $zc$ only when $z^2 = 1$. The part of $c$ that lowers the occupation acquires the inverse factor.

## No double annihilation: $a^2 = 0$

An electron cannot be removed twice from one mode. For an adjoint pair this follows from $c^2 = 0$, but with no adjoint available it has to be a separate hypothesis. By hand, it gives

$$U(z)\,a = a + (z-1)\,ca^2 = a,$$

$$a\,U(z) = a + (z-1)\,aca = a + (z-1)a = za.$$

Compared with the creation operator, the two sides have exchanged roles: $U(z)$ scales $c$ when it stands on the left and $a$ when it stands on the right.

```lean
/-- The gauge operator leaves the annihilation operator unchanged from the left and multiplies
it by `z` from the right. -/
theorem gauge_annihilation (h : IsFermionMode a c) (z : ℂ) :
    gauge a c z * a = a ∧ a * gauge a c z = z • a := by
  constructor
  · unfold gauge
    rw [add_mul, one_mul, smul_mul_assoc, mul_assoc, h.a_sq, mul_zero, smul_zero, add_zero]
  · unfold gauge
    rw [mul_add, mul_one, mul_smul_comm, ← mul_assoc, (triple_products h).1]
    module
```

The proof of `gauge_annihilation` mirrors the previous one, using `h.a_sq` for the first identity and the first triple product for the second.

Transposing the two matrices of the previous counterexample and exchanging their roles shows the effect of omitting this relation. With

$$a = \begin{pmatrix}0&1\\1&0\end{pmatrix}, \qquad c = \begin{pmatrix}0&0\\1&0\end{pmatrix},$$

the other two relations hold and $U(z) = \mathrm{diag}(1,z)$. The creation operator transforms correctly, but $U(z)\,a\,U(1/z)$ has lower-left entry $z$, where $a/z$ has $1/z$.

## The relations combined: the composition law

To multiply two gauge operators, expand only the second factor and let the first act on $c$:

$$\begin{aligned}
U(z)U(w) &= U(z) + (w-1)\,U(z)\,c\,a\\
&= 1 + (z-1)\,ca + (w-1)z\,ca\\
&= 1 + (zw-1)\,ca = U(zw).
\end{aligned}$$

```lean
/-- Gauge operators compose by multiplying their parameters: `U(z) U(w) = U(z w)`. -/
theorem gauge_mul (h : IsFermionMode a c) (z w : ℂ) :
    gauge a c z * gauge a c w = gauge a c (z * w) := by
  -- expand the second factor only, then let the first one act on `c`
  have expand : gauge a c z * gauge a c w
      = gauge a c z + (w - 1) • (gauge a c z * c * a) := by
    rw [show gauge a c w = 1 + (w - 1) • (c * a) from rfl, mul_add, mul_one,
      mul_smul_comm, mul_assoc]
  rw [expand, (gauge_creation h z).1, smul_mul_assoc]
  unfold gauge
  module
```

The intermediate statement `expand` is the first line of this calculation. The rewrite with `gauge_creation` replaces $U(z)c$ by $zc$, and `module` checks that the coefficients add up to $zw - 1$. This argument uses $c^2 = 0$ and the anticommutator, but not $a^2 = 0$. No restriction on $z$ or $w$ is needed either.

## A nonzero parameter: $z \neq 0$

A change of phase can be undone, and so can a rescaling by any nonzero number. By hand, the hypothesis permits the use of $1/z$. Since $U(1) = 1$, the composition law gives

$$U(z)U(1/z) = U(1) = 1, \qquad U(1/z)U(z) = U(1) = 1.$$

The one-sided identities then give the transformation itself:

$$U(z)\,c\,U(1/z) = z\,c\,U(1/z) = z\,c,$$

$$U(z)\,a\,U(1/z) = a\,U(1/z) = a/z.$$

```lean
/-- Gauge transformation of a fermionic mode: for nonzero `z` the operator `U(1/z)` is the
two-sided inverse of `U(z)`, and conjugation by `U(z)` sends `c` to `z c` and `a` to `a / z`. -/
theorem gauge_transformation (h : IsFermionMode a c) {z : ℂ} (hz : z ≠ 0) :
    gauge a c z * gauge a c z⁻¹ = 1 ∧ gauge a c z⁻¹ * gauge a c z = 1 ∧
    gauge a c z * c * gauge a c z⁻¹ = z • c ∧
    gauge a c z * a * gauge a c z⁻¹ = z⁻¹ • a := by
  have unit_param : gauge a c 1 = 1 := by simp [gauge]
  refine ⟨?_, ?_, ?_, ?_⟩
  · rw [gauge_mul h, mul_inv_cancel₀ hz, unit_param]
  · rw [gauge_mul h, inv_mul_cancel₀ hz, unit_param]
  · rw [(gauge_creation h z).1, smul_mul_assoc, (gauge_creation h z⁻¹).2]
  · rw [(gauge_annihilation h z).1, (gauge_annihilation h z⁻¹).2]
```

The theorem `gauge_transformation` states all four identities, with `z⁻¹` for $1/z$ and `hz` for the hypothesis $z \neq 0$. The first two say that $U(1/z)$ is a two-sided inverse, which is what makes the last two a conjugation. In the proof, `hz` is used exactly there, to cancel $z$ against `z⁻¹`. The last two identities come from `gauge_creation` and `gauge_annihilation`.

At $z = 0$ the inverse is lost. The operator $U(0) = 1 - ca = ac$ projects onto the empty state, and $U(0)c = 0$. Lean sets `0⁻¹` to zero, under which the two sandwich formulas would still hold at $z = 0$, so it is the inverse identities that give the hypothesis its content.

## A nonzero algebra: $1 \neq 0$

The assumption `Nontrivial A` says that the algebra has at least two distinct elements, so $1 \neq 0$. On a nonzero state space, any algebra of operators that contains the identity operator satisfies it. It is needed only for the converse statement, that an invertible $U(z)$ must have $z \neq 0$.

By hand, suppose $U(0)$ were invertible. From $U(0)c = 0$ it would follow that $c = 0$, and the anticommutator would then read $0 = 1$.

```lean
/-- In a nontrivial algebra the gauge operator `U(z)` is invertible exactly when `z` is
nonzero. -/
theorem isUnit_gauge_iff [Nontrivial A] (h : IsFermionMode a c) (z : ℂ) :
    IsUnit (gauge a c z) ↔ z ≠ 0 := by
  constructor
  · intro hu hz
    -- at `z = 0` the gauge operator annihilates `c`, which is not zero
    have h0 : gauge a c z * c = 0 := by
      rw [(gauge_creation h z).1, hz, zero_smul]
    have hc : c = 0 := hu.mul_right_eq_zero.mp h0
    have h1 := h.anticomm
    rw [hc] at h1
    simp at h1
  · intro hz
    have g := gauge_transformation h hz
    exact ⟨⟨gauge a c z, gauge a c z⁻¹, g.1, g.2.1⟩, rfl⟩
```

In the forward direction of `isUnit_gauge_iff`, `h0` is the equation $U(z)c = 0$ at $z = 0$, and `hc` is the cancellation of the invertible factor. Substituting `hc` into the anticommutator gives the contradiction. The reverse direction assembles the invertible element from the two inverse identities already proved.

Without the assumption, `A` could be the zero algebra. Its only element is its own inverse, so even $U(0)$ is invertible and the equivalence fails.

## The hypotheses for the transformed pair

After a rephasing, a calculation continues with the new operators $a/z$ and $zc$, and they must obey the same rules as the old ones. Their squares are $a^2/z^2 = 0$ and $z^2c^2 = 0$, while the factors cancel in the anticommutator:

$$(a/z)(zc) + (zc)(a/z) = ac + ca = 1.$$

```lean
/-- For nonzero `z` the rescaled operators `a / z` and `z c` again form a fermionic mode. -/
theorem rescaled_mode (h : IsFermionMode a c) {z : ℂ} (hz : z ≠ 0) :
    IsFermionMode (z⁻¹ • a) (z • c) := by
  refine ⟨?_, ?_, ?_⟩
  · rw [smul_mul_smul_comm, h.a_sq, smul_zero]
  · rw [smul_mul_smul_comm, h.c_sq, smul_zero]
  · rw [smul_mul_smul_comm, smul_mul_smul_comm, inv_mul_cancel₀ hz, mul_inv_cancel₀ hz,
      one_smul, one_smul, h.anticomm]
```

The three parts of the proof are the three relations, in the order of the structure's fields. Only the anticommutator needs $z \neq 0$.

The value $z = -1$ gives the fermion parity of this one mode, $U(-1) = 1 - 2ca$. The composition law gives $U(-1)^2 = U(1) = 1$. The one-sided identities give $U(-1)c = -c$ and $cU(-1) = c$, as well as $U(-1)a = a$ and $aU(-1) = -a$. Hence $U(-1)$ anticommutes with both operators.

```lean
/-- Fermion parity: the gauge operator `U(-1)` squares to one and anticommutes with both the
creation and the annihilation operator. -/
theorem parity (h : IsFermionMode a c) :
    gauge a c (-1) * gauge a c (-1) = 1 ∧
    gauge a c (-1) * c = -(c * gauge a c (-1)) ∧
    gauge a c (-1) * a = -(a * gauge a c (-1)) := by
  refine ⟨?_, ?_, ?_⟩
  · rw [gauge_mul h]
    simp [gauge]
  · rw [(gauge_creation h (-1)).1, (gauge_creation h (-1)).2]
    module
  · rw [(gauge_annihilation h (-1)).1, (gauge_annihilation h (-1)).2]
    module
```

The proof of `parity` substitutes $z = -1$ into the earlier results and compares signs.

## The smallest matrix case

One-by-one matrices cannot satisfy the relations: a complex number whose square is zero is itself zero, and the anticommutator would vanish. Two-by-two matrices suffice. Label the basis states by their occupation, $0$ for empty and $1$ for occupied, in agreement with the indices of `Fin 2`. Then

$$a = \begin{pmatrix}0&1\\0&0\end{pmatrix}, \qquad c = \begin{pmatrix}0&0\\1&0\end{pmatrix}, \qquad ca = \begin{pmatrix}0&0\\0&1\end{pmatrix}, \qquad U(z) = \begin{pmatrix}1&0\\0&z\end{pmatrix}.$$

As $z \to 0$, $U(z)$ tends to the projector onto the empty state, while the lower-right entry of $U(1/z)$ grows without bound.

```lean
/-- The two-by-two lowering and raising matrices form a fermionic mode, and their gauge
operator is the diagonal matrix with entries `1` and `z`. -/
theorem isFermionMode_witness :
    IsFermionMode (!![0, 1; 0, 0] : Matrix (Fin 2) (Fin 2) ℂ) !![0, 0; 1, 0] ∧
    ∀ z : ℂ, gauge (!![0, 1; 0, 0] : Matrix (Fin 2) (Fin 2) ℂ) !![0, 0; 1, 0] z
      = !![1, 0; 0, z] := by
  refine ⟨⟨?_, ?_, ?_⟩, fun z => ?_⟩ <;> ext i j <;> fin_cases i <;> fin_cases j <;>
    simp [gauge, Matrix.mul_apply, Fin.sum_univ_two]

end FermionGauge
```

The theorem `isFermionMode_witness` confirms the three relations for these matrices and the diagonal form of $U(z)$ for every complex $z$. Its proof compares the matrices entry by entry.

```lean
#print axioms FermionGauge.gauge_transformation
-- 'FermionGauge.gauge_transformation' depends on axioms: [propext, Classical.choice, Quot.sound]
#print axioms FermionGauge.isUnit_gauge_iff
-- 'FermionGauge.isUnit_gauge_iff' depends on axioms: [propext, Classical.choice, Quot.sound]
#print axioms FermionGauge.rescaled_mode
-- 'FermionGauge.rescaled_mode' depends on axioms: [propext, Classical.choice, Quot.sound]
#print axioms FermionGauge.parity
-- 'FermionGauge.parity' depends on axioms: [propext, Classical.choice, Quot.sound]
```
